# Second-order perturbation by a point potential converges on a circle and diverges on a square torus

A particle is in its constant ground state on a circle of length $2\pi$, and a contact potential $g\,\delta(x-a)$ perturbs it. In units where $\hbar$ and the mass are one, the plane wave of integer wave number $k$ has energy $k^2/2$ and couples to the ground state with modulus $|g|/(2\pi)$. Keep only $k=\pm1$. Each wave lowers the energy by $(g^2/4\pi^2)/(1/2)=g^2/(2\pi^2)$, so the second-order energy is $-g^2/\pi^2$.

On the square torus of side $2\pi$ the potential is $g\,\delta(x-a)\,\delta(y-b)$, and the cut-off $|m|,|n|\le1$ keeps eight waves $(m,n)$ besides the constant one: four with $m^2+n^2=1$ and four with $m^2+n^2=2$. Their terms $1/(m^2+n^2)$ add up to $4+2=6$.

The difference appears when the cut-off grows. Raising it from $K-1$ to $K$ adds two waves on the circle, with terms $1/K^2$. On the torus it adds $8K$ waves, with terms between $1/(2K^2)$ and $1/K^2$, so the increment is at least $4/K$. Increments of order $1/K^2$ have a finite sum; increments of order $1/K$ do not.

## The value $-g^2/6$ and the logarithmic bound

On the circle, for every real $g$ and every contact point $a$, the full second-order sum is

$$E_2=-\frac{g^2}{6},$$

which is $-1/6$ at $g=1$. On the torus, let $S_K$ be the sum of $1/(m^2+n^2)$ over nonzero pairs with $|m|,|n|\le K$. The second-order energy $E_2(K)$ with this cut-off satisfies

$$E_2(K)=-\frac{g^2}{8\pi^4}\,S_K,\qquad S_K\ge\log(K+1),$$

so $E_2(K)\to-\infty$ whenever $g\neq0$, that is, whenever there is a potential at all.

## Cut-off convergence in plane-wave codes

For one particle in a fixed contact potential on the circle, the second-order term from a plane-wave calculation can be compared with $-g^2/6$; the first-order term $g/(2\pi)$ is separate. A finite cut-off gives a second-order term above $-g^2/6$ when $g\ne0$, since every omitted term is negative.

In the same one-particle model on the torus, there is no converged value to find at fixed $g\ne0$. The increments from $K$ to $K+1$ still shrink to zero, so a loop that raises $K$ by one and stops when two successive energies agree within a positive tolerance will stop, and its result reflects the tolerance. The limit is finite if, for example, a fixed bounded potential replaces the contact one.

## From plane waves to the two sums

The normalised wave is $\varphi_k(x)=e^{ikx}/\sqrt{2\pi}$. Differentiating twice gives $-\tfrac12\varphi_k''=\tfrac12k^2\varphi_k$, and $|\varphi_k(x)|^2=1/(2\pi)$ everywhere. The coupling is $g\,\overline{\varphi_k(a)}\,\varphi_0(a)$, with squared modulus $g^2/(4\pi^2)$ for any $a$. Hence

$$E_2=\sum_{k\ne0}\frac{g^2/(4\pi^2)}{0-k^2/2}=-\frac{g^2}{2\pi^2}\sum_{k\neq0}\frac1{k^2}.$$

The Basel sum $\sum_{k\ge1}1/k^2=\pi^2/6$ counts once for each sign of $k$, so the last sum is $\pi^2/3$ and $E_2=-g^2/6$.

On the torus the waves are products $\varphi_m(x)\varphi_n(y)$ with density $1/(4\pi^2)$. The squared coupling is $g^2/(16\pi^4)$ and the energy difference is $-(m^2+n^2)/2$, so each term is $-g^2/\big(8\pi^4(m^2+n^2)\big)$.

For the bound on $S_K$, enlarge the square from $K$ to $K+1$ and count only its new right edge, $m=K+1$, $|n|\le K+1$. It has $2K+3$ points, each with $m^2+n^2\le2(K+1)^2$. Therefore

$$S_{K+1}-S_K\ge\frac{2K+3}{2(K+1)^2}\ge\frac1{K+1}.$$

From $\log x\le x-1$ with $x=(K+2)/(K+1)$,

$$\log(K+2)-\log(K+1)\le\frac1{K+1}.$$

Since $S_0=0=\log1$, induction gives $S_K\ge\log(K+1)$ for all $K\ge0$.

## The Lean file

```lean
import Mathlib

open Filter
open scoped Real ComplexConjugate

namespace ContactPerturbation

noncomputable section

/-- The normalised plane wave of integer wave number `k` on a circle of length `2π`. -/
def wave (k : ℤ) (x : ℝ) : ℂ :=
  Complex.exp ((((k : ℝ) * x : ℝ) : ℂ) * Complex.I) / ((Real.sqrt (2 * π) : ℝ) : ℂ)

/-- The unperturbed level `k²/2`, in units where mass and `ħ` are one. -/
def level (k : ℤ) : ℝ := (k : ℝ) ^ 2 / 2

/-- The matrix element of a contact potential of strength `g` between two states whose
wave functions take the values `u` and `v` at the contact point. -/
def contact (g : ℝ) (u v : ℂ) : ℂ := (g : ℂ) * conj u * v

/-- The second-order contribution of a state of energy `E`, coupled by `v` to the
reference state of energy `E₀`; its domain is `E ≠ E₀`. -/
def secondOrderTerm (v : ℂ) (E₀ E : ℝ) : ℝ := ‖v‖ ^ 2 / (E₀ - E)

/-- The contribution of the plane wave `k ≠ 0` to the second-order energy of the state
`k = 0` on the circle, with the contact potential at `a`. -/
def circleTerm (g a : ℝ) (k : ℤ) : ℝ :=
  secondOrderTerm (contact g (wave k a) (wave 0 a)) (level 0) (level k)

/-- The contribution of the plane wave `p ≠ (0, 0)` to the second-order energy of the
constant state on the square torus, with the contact potential at `(a, b)`. -/
def torusTerm (g a b : ℝ) (p : ℤ × ℤ) : ℝ :=
  secondOrderTerm (contact g (wave p.1 a * wave p.2 b) (wave 0 a * wave 0 b))
    (level 0 + level 0) (level p.1 + level p.2)

/-- The nonzero integer pairs `(m, n)` with `|m| ≤ K` and `|n| ≤ K`. -/
def box (K : ℕ) : Finset (ℤ × ℤ) :=
  (Finset.Icc (-(K : ℤ)) K ×ˢ Finset.Icc (-(K : ℤ)) K).erase (0, 0)

/-- The right edge of the square of half-width `K + 1`. -/
def edge (K : ℕ) : Finset (ℤ × ℤ) :=
  {(K : ℤ) + 1} ×ˢ Finset.Icc (-((K : ℤ) + 1)) ((K : ℤ) + 1)

/-- The lattice term `1/(m² + n²)`, for `(m, n) ≠ (0, 0)`. -/
def inverseSquare (p : ℤ × ℤ) : ℝ := 1 / ((p.1 : ℝ) ^ 2 + (p.2 : ℝ) ^ 2)

/-- The second-order energy on the torus, with wave numbers cut off at `K`. -/
def torusEnergy (g a b : ℝ) (K : ℕ) : ℝ := ∑ p ∈ box K, torusTerm g a b p

/-- A plane wave is an eigenfunction of the kinetic energy with eigenvalue `k²/2`. -/
theorem wave_kinetic (k : ℤ) (x : ℝ) :
    -(1 / 2 : ℂ) * deriv (deriv (wave k)) x = (level k : ℂ) * wave k x := by
  have h : ∀ y, HasDerivAt (wave k) (Complex.I * (k : ℂ) * wave k y) y := by
    intro y
    have h0 : HasDerivAt (fun z : ℝ => (k : ℝ) * z) (k : ℝ) y :=
      ((hasDerivAt_id y).const_mul (k : ℝ)).congr_deriv (mul_one _)
    refine ((h0.ofReal_comp.mul_const Complex.I).cexp.div_const
      ((Real.sqrt (2 * π) : ℝ) : ℂ)).congr_deriv ?_
    simp only [wave, Complex.ofReal_intCast]
    ring
  have hd : deriv (wave k) = fun y => Complex.I * (k : ℂ) * wave k y :=
    funext fun y => (h y).deriv
  rw [hd, ((h x).const_mul (Complex.I * (k : ℂ))).deriv]
  simp only [level, Complex.ofReal_div, Complex.ofReal_pow, Complex.ofReal_intCast,
    Complex.ofReal_ofNat]
  linear_combination (-(1 / 2 : ℂ) * (k : ℂ) ^ 2 * wave k x) * Complex.I_sq

/-- Every plane wave has the uniform density `1/(2π)`. -/
theorem wave_norm_sq (k : ℤ) (x : ℝ) : ‖wave k x‖ ^ 2 = 1 / (2 * π) := by
  rw [wave, norm_div, Complex.norm_exp_ofReal_mul_I, Complex.norm_real,
    Real.norm_of_nonneg (Real.sqrt_nonneg _), div_pow, Real.sq_sqrt (by positivity), one_pow]

/-- The squared contact coupling is `g²` times the product of the two densities at the
contact point. -/
theorem contact_norm_sq (g : ℝ) (u v : ℂ) :
    ‖contact g u v‖ ^ 2 = g ^ 2 * ‖u‖ ^ 2 * ‖v‖ ^ 2 := by
  simp [contact, mul_pow]

/-- The sum of `1/k²` over all nonzero integers is `π²/3`. -/
theorem hasSum_inverse_squares :
    HasSum (fun k : {k : ℤ // k ≠ 0} => 1 / ((k : ℤ) : ℝ) ^ 2) (π ^ 2 / 3) := by
  have h0 : HasSum (fun n : ℕ => 1 / (((n : ℤ)) : ℝ) ^ 2) (π ^ 2 / 6) := by
    simpa using hasSum_zeta_two
  have h1 : HasSum (fun n : ℕ => 1 / ((n : ℝ) + 1) ^ 2) (π ^ 2 / 6) := by
    simpa using (hasSum_nat_add_iff' 1).mpr hasSum_zeta_two
  have e : (fun n : ℕ => 1 / ((-((n : ℤ) + 1) : ℤ) : ℝ) ^ 2)
      = fun n : ℕ => 1 / ((n : ℝ) + 1) ^ 2 := by
    funext n
    rw [Int.cast_neg, neg_sq, Int.cast_add, Int.cast_natCast, Int.cast_one]
  rw [← e] at h1
  -- join the positive and the negative wave numbers, then drop zero
  have h2 := HasSum.of_nat_of_neg_add_one (f := fun k : ℤ => 1 / (k : ℝ) ^ 2) h0 h1
  have hs : Function.support (fun k : ℤ => 1 / (k : ℝ) ^ 2) ⊆ {k : ℤ | k ≠ 0} := by
    rintro k hk (h : k = 0)
    exact Function.mem_support.mp hk (by simp [h])
  have h3 := (hasSum_subtype_iff_of_support_subset hs).mpr h2
  rw [show π ^ 2 / 6 + π ^ 2 / 6 = π ^ 2 / 3 by ring] at h3
  exact h3

/-- On the circle the second-order energy of the state `k = 0` converges to `-g²/6`,
wherever the contact potential sits. -/
theorem circle_second_order (g a : ℝ) :
    HasSum (fun k : {k : ℤ // k ≠ 0} => circleTerm g a k) (-(g ^ 2 / 6)) := by
  have ht : (fun k : {k : ℤ // k ≠ 0} => circleTerm g a k)
      = fun k : {k : ℤ // k ≠ 0} => -(g ^ 2 / (2 * π ^ 2)) * (1 / ((k : ℤ) : ℝ) ^ 2) := by
    funext k
    simp only [circleTerm, secondOrderTerm, contact_norm_sq, wave_norm_sq, level, Int.cast_zero]
    ring
  have hpi : π ^ 2 ≠ 0 := pow_ne_zero 2 Real.pi_ne_zero
  have h := hasSum_inverse_squares.mul_left (-(g ^ 2 / (2 * π ^ 2)))
  rw [show -(g ^ 2 / (2 * π ^ 2)) * (π ^ 2 / 3) = -(g ^ 2 / 6) * (π ^ 2 / π ^ 2) by ring,
    div_self hpi, mul_one] at h
  rw [ht]
  exact h

/-- The sum of `1/(m² + n²)` over nonzero pairs with `|m|, |n| ≤ K` is at least
`log (K + 1)`. -/
theorem log_le_lattice_sum (K : ℕ) :
    Real.log ((K : ℝ) + 1) ≤ ∑ p ∈ box K, inverseSquare p := by
  have hnn : ∀ p, 0 ≤ inverseSquare p := fun p => by unfold inverseSquare; positivity
  induction K with
  | zero =>
    rw [Nat.cast_zero, zero_add, Real.log_one]
    exact Finset.sum_nonneg fun p _ => hnn p
  | succ K ih =>
    have hK : (0 : ℝ) ≤ K := Nat.cast_nonneg K
    have hdisj : Disjoint (box K) (edge K) := by
      rw [Finset.disjoint_left]
      rintro ⟨m, n⟩ hp hq
      simp only [box, edge, Finset.mem_erase, Finset.mem_product, Finset.mem_Icc,
        Finset.mem_singleton, ne_eq, Prod.mk.injEq] at hp hq
      omega
    have hsub : box K ∪ edge K ⊆ box (K + 1) := by
      rintro ⟨m, n⟩ h
      simp only [box, edge, Finset.mem_union, Finset.mem_erase, Finset.mem_product,
        Finset.mem_Icc, Finset.mem_singleton, ne_eq, Prod.mk.injEq] at h ⊢
      omega
    have hcard : (edge K).card = 2 * K + 3 := by
      rw [edge, Finset.card_product, Finset.card_singleton, Int.card_Icc]
      omega
    -- each point of the new edge lies within the diagonal distance
    have hterm : ∀ p ∈ edge K, 1 / (2 * ((K : ℝ) + 1) ^ 2) ≤ inverseSquare p := by
      rintro ⟨m, n⟩ hp
      simp only [edge, Finset.mem_product, Finset.mem_singleton, Finset.mem_Icc] at hp
      obtain ⟨hm, h1, h2⟩ := hp
      have hm' : (m : ℝ) = (K : ℝ) + 1 := by exact_mod_cast hm
      have h1' : -((K : ℝ) + 1) ≤ (n : ℝ) := by exact_mod_cast h1
      have h2' : (n : ℝ) ≤ (K : ℝ) + 1 := by exact_mod_cast h2
      have hpos : (0 : ℝ) < (m : ℝ) ^ 2 + (n : ℝ) ^ 2 := by rw [hm']; positivity
      have key : (m : ℝ) ^ 2 + (n : ℝ) ^ 2 ≤ 2 * ((K : ℝ) + 1) ^ 2 := by
        rw [hm']
        nlinarith [mul_nonneg (sub_nonneg.2 h2') (by linarith : 0 ≤ (n : ℝ) + ((K : ℝ) + 1))]
      exact one_div_le_one_div_of_le hpos key
    have hedge := Finset.card_nsmul_le_sum (edge K) inverseSquare _ hterm
    rw [hcard, nsmul_eq_mul] at hedge
    push_cast at hedge
    have hcount : 1 / ((K : ℝ) + 1) ≤ (2 * (K : ℝ) + 3) * (1 / (2 * ((K : ℝ) + 1) ^ 2)) := by
      rw [mul_one_div, div_le_div_iff₀ (by positivity) (by positivity)]
      nlinarith
    have hsum := Finset.sum_le_sum_of_subset_of_nonneg hsub (fun p _ _ => hnn p)
    rw [Finset.sum_union hdisj] at hsum
    -- the logarithm grows by at most 1/(K+1)
    have hlog := Real.log_le_sub_one_of_pos
      (by positivity : (0 : ℝ) < ((K : ℝ) + 2) / ((K : ℝ) + 1))
    rw [Real.log_div (by positivity) (by positivity), div_sub_one (by positivity),
      show (K : ℝ) + 2 - ((K : ℝ) + 1) = 1 by ring] at hlog
    rw [show ((K + 1 : ℕ) : ℝ) + 1 = (K : ℝ) + 2 by rw [Nat.cast_add, Nat.cast_one]; ring]
    linarith

/-- The sums of `1/(m² + n²)` over nonzero pairs with `|m|, |n| ≤ K` grow beyond every
bound as `K` increases. -/
theorem lattice_sum_diverges :
    Tendsto (fun K : ℕ => ∑ p ∈ box K, inverseSquare p) atTop atTop :=
  tendsto_atTop_mono log_le_lattice_sum
    (Real.tendsto_log_atTop.comp
      (tendsto_atTop_add_const_right _ 1 tendsto_natCast_atTop_atTop))

/-- The cut-off second-order energy on the torus is `-g²/(8π⁴)` times the lattice sum. -/
theorem torus_energy_eq (g a b : ℝ) (K : ℕ) :
    torusEnergy g a b K = -(g ^ 2 / (8 * π ^ 4)) * ∑ p ∈ box K, inverseSquare p := by
  rw [torusEnergy, Finset.mul_sum]
  refine Finset.sum_congr rfl fun p _ => ?_
  have hd : level 0 + level 0 - (level p.1 + level p.2)
      = -(((p.1 : ℝ) ^ 2 + (p.2 : ℝ) ^ 2) / 2) := by
    simp only [level, Int.cast_zero]
    ring
  rw [torusTerm, secondOrderTerm, hd, contact_norm_sq]
  simp only [norm_mul, mul_pow, wave_norm_sq, inverseSquare]
  generalize (p.1 : ℝ) ^ 2 + (p.2 : ℝ) ^ 2 = s
  ring

/-- On the torus the cut-off second-order energy of a contact potential of nonzero
strength tends to minus infinity as the cut-off is removed. -/
theorem torus_second_order_diverges (g a b : ℝ) (hg : g ≠ 0) :
    Tendsto (torusEnergy g a b) atTop atBot := by
  have hc : -(g ^ 2 / (8 * π ^ 4)) < 0 := neg_lt_zero.mpr (by positivity)
  rw [show torusEnergy g a b = fun K => -(g ^ 2 / (8 * π ^ 4)) * ∑ p ∈ box K, inverseSquare p
    from funext (torus_energy_eq g a b)]
  exact lattice_sum_diverges.const_mul_atTop_of_neg hc

/-- At unit strength the second-order energy of the constant state is `-1/6` on the circle,
while on the square torus its cut-off value tends to minus infinity. -/
theorem contact_dimension (a b : ℝ) :
    HasSum (fun k : {k : ℤ // k ≠ 0} => circleTerm 1 a k) (-1 / 6) ∧
      Tendsto (torusEnergy 1 a b) atTop atBot := by
  refine ⟨?_, torus_second_order_diverges 1 a b one_ne_zero⟩
  have h := circle_second_order 1 a
  rw [show -((1 : ℝ) ^ 2 / 6) = -1 / 6 by norm_num] at h
  exact h

end

end ContactPerturbation
```

```lean
#print axioms ContactPerturbation.wave_kinetic
#print axioms ContactPerturbation.torus_second_order_diverges
#print axioms ContactPerturbation.contact_dimension
```

```
'ContactPerturbation.wave_kinetic' depends on axioms: [propext, Classical.choice, Quot.sound]
'ContactPerturbation.torus_second_order_diverges' depends on axioms: [propext, Classical.choice, Quot.sound]
'ContactPerturbation.contact_dimension' depends on axioms: [propext, Classical.choice, Quot.sound]
```

## Reading the theorems and their reach

`wave`, `level` and `contact` are $\varphi_k$, $k^2/2$ and the matrix element, with the first wave-function value conjugated. `secondOrderTerm` is the squared coupling divided by $E_0-E$. A pair `p` has `p.1` $=m$ and `p.2` $=n$; `box K` is the square without the origin, and `edge K` is the right edge of the next larger square.

The first half of `contact_dimension` is a `HasSum` over the subtype of nonzero integers: the finite partial sums approach $-1/6$ in whatever order the waves are added. The second half says that `torusEnergy 1 a b` tends to minus infinity along square cut-offs. The versions for general strength are `circle_second_order` and `torus_second_order_diverges`.

`wave_kinetic` checks that `level` is the kinetic eigenvalue on the circle; the other proofs do not use it. `wave_norm_sq` and `contact_norm_sq` supply the squared couplings. `hasSum_inverse_squares` joins the Basel sums for positive and negative $k$, then restricts to $k\ne0$; the intermediate sum includes $k=0$, where Lean's `1/0` is zero. `circle_second_order` multiplies the result by $-g^2/(2\pi^2)$.

`log_le_lattice_sum` is the induction above. Its facts `hdisj` and `hsub` place the new edge outside the old square and inside the new one, `hcard` counts its points, `hterm` bounds each term, and `hlog` bounds the growth of the logarithm. `lattice_sum_diverges` follows by comparison, and `torus_energy_eq` extracts the negative constant that turns this into divergence to minus infinity.

The step left to the physics is the identification of these sums with the second-order energies of an actual Hamiltonian. The file defines the matrix elements and the second-order terms by their formulas; it constructs no delta potential as an operator and derives no perturbation series. On the torus, the energy of a product wave is likewise set to the sum of two circle levels. Divergence of this second-order expression therefore says nothing by itself about the exact spectrum, and the theorems concern real-number sums, without floating-point rounding.
